# Eigenvalue ratios above nine make the uncoupled Newton–Schulz iteration unstable at the inverse square root of a positive diagonal matrix

A basis of overlapping atomic orbitals can be orthogonalised with the inverse square root of its overlap matrix, and an iteration that computes this root by matrix products can pick up small errors from rounding, and also from truncation if small entries are discarded. The Lean code below follows an error in a single off-diagonal entry of each iterated matrix, when the matrix whose root is sought is diagonal and all later steps are exact.

```lean
import Mathlib

open Matrix Filter Topology

namespace NewtonSchulzInstability

noncomputable section

variable {n : Type*} [Fintype n] [DecidableEq n]

/-- The Newton-Schulz correction factor `(3 - M) / 2`. -/
def correction (M : Matrix n n ℝ) : Matrix n n ℝ :=
  (1 / 2 : ℝ) • ((3 : ℝ) • (1 : Matrix n n ℝ) - M)

/-- One uncoupled step `X ↦ X (3 - A X²) / 2` for the inverse square root of `A`. -/
def uncoupledStep (A X : Matrix n n ℝ) : Matrix n n ℝ :=
  X * correction (A * (X * X))

/-- One coupled step `(Y, Z) ↦ (Y (3 - Z Y) / 2, (3 - Z Y) Z / 2)`. -/
def coupledStep (P : Matrix n n ℝ × Matrix n n ℝ) : Matrix n n ℝ × Matrix n n ℝ :=
  (P.1 * correction (P.2 * P.1), correction (P.2 * P.1) * P.2)

/-- The diagonal matrix with entries `v`, plus an error `t` in entry `(i, j)`. -/
def perturbed (v : n → ℝ) (i j : n) (t : ℝ) : Matrix n n ℝ :=
  Matrix.diagonal v + t • Matrix.single i j (1 : ℝ)

/-- The inverse square roots of the eigenvalues `d`. -/
def invRoot (d : n → ℝ) : n → ℝ := fun k => 1 / √(d k)

/-- The factor `(1 - √(a/b)) / 2`. -/
def errorFactor (a b : ℝ) : ℝ := (1 - √(a / b)) / 2

/-- Diagonal matrices with an error in one off-diagonal entry are closed under
multiplication, and the errors combine linearly. -/
theorem perturbed_mul {i j : n} (h : i ≠ j) (v w : n → ℝ) (s t : ℝ) :
    perturbed v i j s * perturbed w i j t =
      perturbed (fun k => v k * w k) i j (v i * t + s * w j) := by
  have h1 : Matrix.diagonal v * Matrix.single i j (1 : ℝ) =
      v i • Matrix.single i j (1 : ℝ) := by
    ext k l
    rw [Matrix.diagonal_mul, Matrix.smul_apply, Matrix.single_apply, smul_eq_mul]
    split_ifs with hk
    · rw [hk.1]
    · simp
  have h2 : Matrix.single i j (1 : ℝ) * Matrix.diagonal w =
      w j • Matrix.single i j (1 : ℝ) := by
    ext k l
    rw [Matrix.mul_diagonal, Matrix.smul_apply, Matrix.single_apply, smul_eq_mul]
    split_ifs with hk
    · rw [hk.2]; ring
    · simp
  -- the off-diagonal matrix unit squares to zero
  have h3 : Matrix.single i j (1 : ℝ) * Matrix.single i j (1 : ℝ) = 0 := by
    ext k l
    rw [Matrix.mul_apply, Matrix.zero_apply]
    refine Finset.sum_eq_zero fun m _ => ?_
    by_cases hm : j = m
    · have h' : ¬(i = m ∧ j = l) := fun q => h (q.1.trans hm.symm)
      rw [Matrix.single_apply i j (1 : ℝ) m l, if_neg h', mul_zero]
    · have h' : ¬(i = k ∧ j = m) := fun q => hm q.2
      rw [Matrix.single_apply i j (1 : ℝ) k m, if_neg h', zero_mul]
  simp only [perturbed, add_mul, mul_add, Matrix.smul_mul, Matrix.mul_smul, h1, h2, h3,
    Matrix.diagonal_mul_diagonal, smul_zero, add_zero]
  module

omit [Fintype n] in
/-- The correction factor of a perturbed diagonal matrix is again a perturbed diagonal matrix. -/
theorem correction_perturbed (v : n → ℝ) (i j : n) (c : ℝ) :
    correction (perturbed v i j c) = perturbed (fun k => (3 - v k) / 2) i j (-c / 2) := by
  ext k l
  simp only [correction, perturbed, Matrix.smul_apply, Matrix.sub_apply, Matrix.add_apply,
    Matrix.one_apply, Matrix.diagonal_apply, smul_eq_mul]
  split_ifs <;> ring

omit [Fintype n] [DecidableEq n] in
/-- For a positive eigenvalue, `d` times the square of its inverse root is one. -/
theorem invRoot_spec {d : n → ℝ} (hd : ∀ k, 0 < d k) (k : n) :
    d k * (invRoot d k * invRoot d k) = 1 := by
  unfold invRoot
  rw [← mul_assoc, mul_one_div (d k), Real.div_sqrt, mul_one_div,
    div_self (Real.sqrt_pos.2 (hd k)).ne']

/-- One uncoupled step at the inverse square root of `diag(d)` multiplies an error in the
off-diagonal entry `(i, j)` by `(1 - √(d i / d j)) / 2` and changes nothing else. -/
theorem uncoupledStep_perturbed {d : n → ℝ} (hd : ∀ k, 0 < d k) {i j : n} (h : i ≠ j)
    (t : ℝ) :
    uncoupledStep (Matrix.diagonal d) (perturbed (invRoot d) i j t) =
      perturbed (invRoot d) i j (errorFactor (d i) (d j) * t) := by
  have hA : Matrix.diagonal d = perturbed d i j 0 := by simp [perturbed]
  have H : d i * (invRoot d i * invRoot d j) = √(d i / d j) := by
    unfold invRoot
    rw [← mul_assoc, mul_one_div (d i), Real.div_sqrt, mul_one_div, Real.sqrt_div (hd i).le]
  simp only [uncoupledStep, hA, perturbed_mul h, correction_perturbed]
  congr 1
  · funext k
    try dsimp only
    linear_combination (-invRoot d k / 2) * invRoot_spec hd k
  · unfold errorFactor
    linear_combination (-t / 2) * invRoot_spec hd i + (-t / 2) * invRoot_spec hd j
      + (-t / 2) * H

/-- After `k` uncoupled steps the off-diagonal error has been multiplied by the `k`-th power of the
error factor. -/
theorem uncoupledStep_iterate {d : n → ℝ} (hd : ∀ k, 0 < d k) {i j : n} (h : i ≠ j)
    (t : ℝ) (k : ℕ) :
    (uncoupledStep (Matrix.diagonal d))^[k] (perturbed (invRoot d) i j t) =
      perturbed (invRoot d) i j (errorFactor (d i) (d j) ^ k * t) := by
  induction k with
  | zero => simp
  | succ k ih =>
    rw [Function.iterate_succ_apply', ih, uncoupledStep_perturbed hd h, pow_succ', mul_assoc]

/-- For `b > 0`, the error factor exceeds one in absolute value exactly when `a > 9 b`, and is below
one exactly when `a < 9 b`. -/
theorem errorFactor_threshold {a b : ℝ} (hb : 0 < b) :
    (1 < |errorFactor a b| ↔ 9 * b < a) ∧ (|errorFactor a b| < 1 ↔ a < 9 * b) := by
  have h0 := Real.sqrt_nonneg (a / b)
  have h1 : 3 < √(a / b) ↔ 9 * b < a := by
    rw [Real.lt_sqrt (by norm_num), lt_div_iff₀ hb]; norm_num
  have h2 : √(a / b) < 3 ↔ a < 9 * b := by
    rw [Real.sqrt_lt' (by norm_num), div_lt_iff₀ hb]; norm_num
  rw [← h1, ← h2, lt_abs, abs_lt]
  unfold errorFactor
  refine ⟨⟨?_, fun h => Or.inr (by linarith)⟩,
    ⟨fun h => by linarith [h.1], fun h => ⟨by linarith, by linarith⟩⟩⟩
  rintro (h | h) <;> linarith

/-- Instability of the uncoupled iteration: a nonzero error in the off-diagonal entry `(i, j)` of
the inverse square root of `diag(d)` grows without bound exactly when `d i > 9 d j`. -/
theorem uncoupled_diverges_iff {d : n → ℝ} (hd : ∀ k, 0 < d k) {i j : n} (h : i ≠ j)
    {t : ℝ} (ht : t ≠ 0) :
    Tendsto (fun k : ℕ =>
      |((uncoupledStep (Matrix.diagonal d))^[k] (perturbed (invRoot d) i j t)) i j|)
      atTop atTop ↔ 9 * d j < d i := by
  have he : ∀ s, perturbed (invRoot d) i j s i j = s := fun s => by simp [perturbed, h]
  simp only [uncoupledStep_iterate hd h, he, abs_mul, abs_pow]
  rw [← (errorFactor_threshold (hd j)).1]
  constructor
  · intro hlim
    by_contra hg
    -- a factor of size at most one keeps the error bounded
    obtain ⟨k, hk⟩ := (hlim.eventually_gt_atTop |t|).exists
    have hp : |errorFactor (d i) (d j)| ^ k ≤ 1 := pow_le_one₀ (abs_nonneg _) (not_lt.1 hg)
    nlinarith [abs_nonneg t]
  · intro hg
    exact (tendsto_pow_atTop_atTop_of_one_lt hg).atTop_mul_const (abs_pos.2 ht)

/-- The uncoupled iteration returns from a nonzero error in the off-diagonal entry `(i, j)` to the
inverse square root of `diag(d)` exactly when `d i < 9 d j`. -/
theorem uncoupled_converges_iff {d : n → ℝ} (hd : ∀ k, 0 < d k) {i j : n} (h : i ≠ j)
    {t : ℝ} (ht : t ≠ 0) :
    Tendsto (fun k : ℕ =>
      (uncoupledStep (Matrix.diagonal d))^[k] (perturbed (invRoot d) i j t))
      atTop (𝓝 (Matrix.diagonal (invRoot d))) ↔ d i < 9 * d j := by
  simp only [uncoupledStep_iterate hd h]
  rw [← (errorFactor_threshold (hd j)).2]
  constructor
  · intro hlim
    by_contra hg
    have hent : Tendsto (fun k : ℕ => errorFactor (d i) (d j) ^ k * t) atTop (𝓝 0) := by
      have hc : Continuous (fun M : Matrix n n ℝ => M i j) := continuous_id.matrix_elem i j
      have := (hc.tendsto _).comp hlim
      simpa [Function.comp_def, perturbed, h] using this
    -- a factor of size at least one keeps the error away from zero
    have hle : |t| ≤ |(0 : ℝ)| := ge_of_tendsto' hent.abs fun k => by
      rw [abs_mul, abs_pow]
      exact le_mul_of_one_le_left (abs_nonneg t) (one_le_pow₀ (not_lt.1 hg))
    rw [abs_zero] at hle
    exact absurd (abs_pos.2 ht) (not_lt.2 hle)
  · intro hg
    have h0 := (tendsto_pow_atTop_nhds_zero_of_abs_lt_one hg).mul_const t
    have h1 := (h0.smul_const (Matrix.single i j (1 : ℝ))).const_add
      (Matrix.diagonal (invRoot d))
    simpa only [perturbed, zero_mul, zero_smul, add_zero] using h1

/-- One coupled step at the square root and inverse square root of `diag(d)` mixes the errors `s`
and `t` in the off-diagonal entry `(i, j)` linearly and changes nothing else. -/
theorem coupledStep_perturbed {d : n → ℝ} (hd : ∀ k, 0 < d k) {i j : n} (h : i ≠ j)
    (s t : ℝ) :
    coupledStep (perturbed (fun k => √(d k)) i j s, perturbed (invRoot d) i j t) =
      (perturbed (fun k => √(d k)) i j ((s - √(d i) * √(d j) * t) / 2),
        perturbed (invRoot d) i j ((t - invRoot d i * invRoot d j * s) / 2)) := by
  have K : ∀ k, invRoot d k * √(d k) = 1 := fun k =>
    one_div_mul_cancel (Real.sqrt_pos.2 (hd k)).ne'
  refine Prod.ext ?_ ?_
  · simp only [coupledStep, perturbed_mul h, correction_perturbed]
    congr 1
    · funext k
      try dsimp only
      linear_combination (-√(d k) / 2) * K k
    · linear_combination (-s / 2) * K i + (-s / 2) * K j
  · simp only [coupledStep, perturbed_mul h, correction_perturbed]
    congr 1
    · funext k
      try dsimp only
      linear_combination (-invRoot d k / 2) * K k
    · linear_combination (-t / 2) * K i + (-t / 2) * K j

/-- For the coupled iteration, errors `s` and `t` in the off-diagonal entry `(i, j)` change only in
the first step: all later iterates equal the first one. -/
theorem coupled_errors_frozen {d : n → ℝ} (hd : ∀ k, 0 < d k) {i j : n} (h : i ≠ j)
    (s t : ℝ) (k : ℕ) :
    coupledStep^[k + 1] (perturbed (fun k => √(d k)) i j s, perturbed (invRoot d) i j t) =
      coupledStep (perturbed (fun k => √(d k)) i j s, perturbed (invRoot d) i j t) := by
  have K : ∀ k, invRoot d k * √(d k) = 1 := fun k =>
    one_div_mul_cancel (Real.sqrt_pos.2 (hd k)).ne'
  induction k with
  | zero => rfl
  | succ k ih =>
    rw [Function.iterate_succ_apply', ih, coupledStep_perturbed hd h,
      coupledStep_perturbed hd h]
    -- the linear map on the pair of errors is idempotent
    refine Prod.ext ?_ ?_
    · refine congrArg (perturbed (fun k => √(d k)) i j) ?_
      linear_combination (s / 4 * (invRoot d j * √(d j))) * K i + (s / 4) * K j
    · refine congrArg (perturbed (invRoot d) i j) ?_
      linear_combination (t / 4 * (invRoot d j * √(d j))) * K i + (t / 4) * K j

end

end NewtonSchulzInstability
```

```lean
#print axioms NewtonSchulzInstability.uncoupled_diverges_iff
#print axioms NewtonSchulzInstability.uncoupled_converges_iff
#print axioms NewtonSchulzInstability.coupled_errors_frozen
```

```
'NewtonSchulzInstability.uncoupled_diverges_iff' depends on axioms: [propext, Classical.choice, Quot.sound]
'NewtonSchulzInstability.uncoupled_converges_iff' depends on axioms: [propext, Classical.choice, Quot.sound]
'NewtonSchulzInstability.coupled_errors_frozen' depends on axioms: [propext, Classical.choice, Quot.sound]
```

## One matrix entry carries the error

Let $A=\mathrm{diag}(d)$ be a real diagonal matrix with all $d_k>0$. The overlap matrix of real orbitals is in general not diagonal, but it equals $QAQ^{\mathsf T}$ with $Q$ orthogonal and the $d_k$ its eigenvalues, which are positive when the orbitals are linearly independent. The iteration below keeps its form under this change of basis, and an error in a single entry here corresponds to an error that is generally spread over many entries in the orbital basis. The target is $R=\mathrm{diag}(r)$ with $r_k=1/\sqrt{d_k}$, and `invRoot d` is the list of these numbers. Let $E$ be the matrix with a 1 in entry $(i,j)$ and zeros elsewhere, where $i\neq j$. The matrix $R+tE$ is `perturbed (invRoot d) i j t`, with a real error $t$ of any size.

The iteration is

$$X\mapsto \tfrac12 X(3-AX^2),$$

written `uncoupledStep`, with the factor $(3-M)/2$ split off as `correction M`. The order of the matrix products matters, and the threshold of nine belongs to the order written here. With $X^2A$ in place of $AX^2$, one step for $d_i=1$ and $d_j=4$ multiplies the error $t$ by $-2$, so a ratio of 4 is already unstable. The index type `n` is any finite type, and two distinct indices require dimension at least two. With $d=(a,b)$, $i=1$ and $j=2$ one has the two-by-two case.

The theorems about this iteration say the following:

- `uncoupledStep_perturbed`: one step sends $R+tE$ to $R+g\,tE$, where $g=\tfrac12\bigl(1-\sqrt{d_i/d_j}\bigr)$ is `errorFactor (d i) (d j)`.
- `uncoupled_diverges_iff`: for $t\neq0$, the absolute value of entry $(i,j)$ tends to infinity exactly when $d_i>9d_j$.
- `uncoupled_converges_iff`: for $t\neq0$, the iterates converge to $R$, entry by entry, exactly when $d_i<9d_j$.

At $d_i=9d_j$ the factor is $-1$, and the error changes sign at every step without growing or shrinking.

The row index belongs to the larger eigenvalue in the unstable case. Since $i$ and $j$ are free, a ratio of largest to smallest eigenvalue above 9 is enough for some entry to be unstable, however small its initial error. For $d=(100,1)$ the factor in entry $(1,2)$ is $-4.5$, and an error of $10^{-12}$ exceeds 1 after 19 steps.

An electronic-structure code that used this uncoupled iteration could therefore lose an answer it had already reached, if two eigenvalues of the overlap matrix differ by a factor above 9. This is shown here in a restricted model, with one error introduced once in a single entry in the eigenvector basis. The model does not treat fresh errors at every step, symmetric errors that occupy both $(i,j)$ and $(j,i)$, or convergence from a general starting matrix.

## The factor $\tfrac12(1-\sqrt{d_i/d_j})$

Because $i\neq j$, the matrix $E$ squares to zero. For diagonal matrices $V=\mathrm{diag}(v)$ and $W=\mathrm{diag}(w)$ one has $VE=v_iE$ and $EW=w_jE$, and so, for real $s$ and $t$,

$$(V+sE)(W+tE)=VW+(v_it+s\,w_j)E.$$

This is `perturbed_mul`. Its proof establishes the three products separately (`h1`, `h2`, `h3`) and then expands. No term quadratic in the errors survives, so the calculation is exact and not a linearisation.

Applying the rule to $X=R+tE$ gives

$$X^2=R^2+t(r_i+r_j)E,\qquad AX^2=I+t\,d_i(r_i+r_j)E,$$

where $d_kr_k^2=1$ was used on the diagonal. The correction factor is therefore

$$\tfrac12(3-AX^2)=I-\tfrac t2\,d_i(r_i+r_j)E.$$

Multiplying by $X$ from the left leaves the diagonal at $R$ and gives the new error

$$t-\tfrac t2\,r_id_i(r_i+r_j)
=t-\tfrac t2\left(1+\sqrt{\frac{d_i}{d_j}}\right)
=\tfrac t2\left(1-\sqrt{\frac{d_i}{d_j}}\right).$$

In Lean, `correction_perturbed` handles the correction factor entry by entry, and `invRoot_spec` supplies $d_kr_k^2=1$. The proof of `uncoupledStep_perturbed` regards $A$ as a perturbed diagonal matrix with error zero, so that one product rule covers every multiplication. It then compares the diagonals and the errors separately. The local identity `H` is $d_ir_ir_j=\sqrt{d_i/d_j}$, and `linear_combination` combines it with the diagonal identities to give the factor.

The corresponding scalar calculation misses the instability. The function $f(x)=\tfrac12x(3-ax^2)$, with $a>0$, has derivative zero at $x=1/\sqrt a$, which suggests that every small error disappears to first order. Carrying this over to matrices assumes that the error commutes with $A$. Here $AE=d_iE$ while $EA=d_jE$, so the assumption fails whenever $d_i\neq d_j$. For $d_i=d_j$ the factor $g$ is indeed zero.

## From one step to the threshold

Since a step preserves the form $R+tE$, induction gives the error $g^kt$ after $k$ steps. This is `uncoupledStep_iterate`.

Put $q=\sqrt{d_i/d_j}$, so that $g=(1-q)/2$ with $q>0$. Then $g<\tfrac12$, and $|g|$ can exceed 1 only through $g<-1$, which means $q>3$, or $d_i>9d_j$. Likewise $|g|<1$ means $-1<q<3$, and only the upper bound restricts $q$, giving $d_i<9d_j$. The lemma `errorFactor_threshold` proves both equivalences by translating $q>3$ and $q<3$ into conditions on the eigenvalues.

For divergence, suppose first that $|g|\le1$. Then $|g^kt|\le|t|$ for all $k$, which rules out unbounded growth. If $|g|>1$, the powers $|g|^k$ tend to infinity, and multiplication by $|t|>0$ does not change this. These are the two directions in the proof of `uncoupled_diverges_iff`.

For convergence, suppose the iterates tend to $R$. Reading off a matrix entry is continuous, so $g^kt\to0$. If $|g|\ge1$, then $|g^kt|\ge|t|$ for all $k$, and the limit would force $|t|\le0$, contradicting $t\neq0$. Conversely, $|g|<1$ gives $g^k\to0$, and the whole matrix $R+g^ktE$ tends to $R$.

## The coupled iteration freezes the same kind of error

The coupled form updates two matrices together:

$$Y\mapsto\tfrac12Y(3-ZY),\qquad Z\mapsto\tfrac12(3-ZY)Z.$$

In `coupledStep` the pair `P` holds $Y$ first and $Z$ second. The matrix $A$ does not appear in the step and enters only through the starting pair. Here that pair is $Y=A^{1/2}+sE$ and $Z=R+tE$, with arbitrary real errors $s$ and $t$ in the same off-diagonal entry.

Let $p=\sqrt{d_id_j}$. The product rule gives

$$ZY=I+(r_is+t\sqrt{d_j})E,$$

and multiplying by the correction factor on the appropriate side gives the new errors

$$s'=\tfrac12(s-pt),\qquad t'=\tfrac12\left(t-\frac sp\right).$$

This is `coupledStep_perturbed`, where $1/p$ appears as `invRoot d i * invRoot d j`.

These formulas imply $t'=-s'/p$. A second step therefore returns

$$\tfrac12(s'-pt')=s',\qquad \tfrac12\left(t'-\frac{s'}p\right)=t'.$$

The map on the pair of errors is idempotent: applying it twice is the same as applying it once. The theorem `coupled_errors_frozen` uses this in an induction to show that after $k+1$ steps, for every $k\ge0$, the pair equals the result of the first step. No condition on the ratio of the eigenvalues is needed.

Frozen does not mean removed. Unless $s=pt$, an error remains in both matrices. The relation $t'=-s'/p$ makes them exact inverses of each other, since the error in their product is $r_is'+t'\sqrt{d_j}=0$, and the correction factor is then the identity. The first matrix has become a square root of $A+s'(\sqrt{d_i}+\sqrt{d_j})E$, and the iteration has no access to the original $A$ with which to repair it. The uncoupled step does use $A$ every time, which lets it remove this error when $d_i<9d_j$ and amplify it when $d_i>9d_j$.
